# The plane-wave basis of a simple cubic cell grows as \(a^3K^3/(6\pi^2)\)

In a plane-wave calculation, the wavefunction of an electron in a periodic crystal is expanded in plane waves, and a computer can keep only finitely many of them. The usual selection is a sphere in reciprocal space: every plane wave with a wavevector of length at most \(K\) is kept. Raising \(K\) far enough adds functions to the basis and enlarges the Hamiltonian matrix, so one wants to know how many functions a given cutoff admits.

For a simple cubic cell of side \(a>0\), at zero crystal momentum, the wavevectors are

\[
G_n=\frac{2\pi}{a}\,n,\qquad n=(n_0,n_1,n_2)\in\mathbb Z^3 .
\]

Let \(N(K)\) be the number of triples \(n\) with \(\|G_n\|\le K\). The result is

\[
\lim_{K\to\infty}\frac{N(K)}{K^3}=\frac{a^3}{6\pi^2},
\]

and it follows from explicit upper and lower bounds that hold at every \(K\ge 0\). In electronic-structure codes this is the growth law for a plane-wave basis, or for the augmented plane waves of LAPW before local orbitals are added, here for a simple cubic cell at zero crystal momentum. It counts functions and says nothing about how fast computed energies converge.

```lean
import Mathlib

open MeasureTheory Filter Topology
open scoped Real

namespace PlaneWaveBasisSize

noncomputable section
```

## Wavevectors and the cutoff sphere

Write \(b=2\pi/a\) for the spacing of the reciprocal lattice. The vector \(G_n\) has components \(b\,n_i\) with \(i=0,1,2\). In Lean a triple is a function `Fin 3 → ℤ`, and `recipVec a n` places \(G_n\) in `EuclideanSpace ℝ (Fin 3)`, where the norm is the ordinary length \(\sqrt{x_0^2+x_1^2+x_2^2}\).

```lean
/-- The reciprocal vector `2πn/a` of a simple cubic cell of side `a`. -/
def recipVec (a : ℝ) (n : Fin 3 → ℤ) : EuclideanSpace ℝ (Fin 3) :=
  WithLp.toLp 2 (fun i => 2 * π / a * (n i : ℝ))
```

The admitted triples form the set `planeWaves a K`. The inequality is not strict, so vectors exactly on the cutoff sphere are included.

```lean
/-- The integer triples whose reciprocal vectors have norm at most the cutoff `K`. -/
def planeWaves (a K : ℝ) : Set (Fin 3 → ℤ) := {n | ‖recipVec a n‖ ≤ K}
```

The basis size \(N(K)\) is the cardinality of this set. Spin is not counted.

```lean
/-- The number of plane waves with wavevector of norm at most `K`. -/
def basisSize (a K : ℝ) : ℕ := (planeWaves a K).ncard
```

## A Brillouin zone around each wavevector

Counting becomes a comparison of volumes once every \(G_n\) is given its own cell of reciprocal space. For the simple cubic lattice this is the first Brillouin zone, a cube of side \(b\), shifted to \(G_n\):

\[
Z_n=\{x:\ b(n_i-\tfrac12)\le x_i<b(n_i+\tfrac12)\ \text{for } i=0,1,2\}.
\]

Each cube keeps its lower faces and gives up its upper ones, so a point on a shared face belongs to one cube only.

```lean
/-- The half-open cubic Brillouin zone of side `2π/a` centred at the reciprocal vector `2πn/a`. -/
def zone (a : ℝ) (n : Fin 3 → ℤ) : Set (EuclideanSpace ℝ (Fin 3)) :=
  {x | ∀ i, 2 * π / a * ((n i : ℝ) - 1 / 2) ≤ x i ∧ x i < 2 * π / a * ((n i : ℝ) + 1 / 2)}
```

## The basis is finite

No component exceeds the length of its vector, so \(\|G_n\|\le K\) implies \(b|n_i|\le K\), that is \(|n_i|\le K/b\). All admitted triples therefore lie in the box \(-\lceil K/b\rceil\le n_i\le\lceil K/b\rceil\), which is finite. This matters for the definition of \(N(K)\), because `ncard` returns 0 for an infinite set.

In the proof, `key` is the bound on \(|n_i|\), and the two final cases are the two sides of the box.

```lean
/-- Only finitely many plane waves have a wavevector of norm at most a given cutoff. -/
theorem planeWaves_finite {a : ℝ} (ha : 0 < a) (K : ℝ) : (planeWaves a K).Finite := by
  have hb : 0 < 2 * π / a := by positivity
  apply (Set.finite_Icc (fun _ : Fin 3 => -⌈K / (2 * π / a)⌉)
    (fun _ : Fin 3 => ⌈K / (2 * π / a)⌉)).subset
  intro n hn
  have key : ∀ i, |(n i : ℝ)| ≤ K / (2 * π / a) := by
    intro i
    have h : ‖recipVec a n i‖ ≤ K := (PiLp.norm_apply_le (recipVec a n) i).trans hn
    change |2 * π / a * (n i : ℝ)| ≤ K at h
    rw [abs_mul, abs_of_pos hb, mul_comm] at h
    exact (le_div_iff₀ hb).2 h
  have hc := Int.le_ceil (K / (2 * π / a))
  refine ⟨fun i => ?_, fun i => ?_⟩
  · have h : -(⌈K / (2 * π / a)⌉ : ℝ) ≤ (n i : ℝ) := by linarith [(abs_le.1 (key i)).1]
    exact_mod_cast h
  · have h : (n i : ℝ) ≤ (⌈K / (2 * π / a)⌉ : ℝ) := by linarith [(abs_le.1 (key i)).2]
    exact_mod_cast h
```

## The zones tile reciprocal space

Given a point \(x\), choose \(n_i=\lfloor x_i/b+\tfrac12\rfloor\). Then \(n_i\le x_i/b+\tfrac12<n_i+1\), and subtracting \(\tfrac12\) and multiplying by \(b\) gives \(x\in Z_n\).

Suppose \(x\) lies in both \(Z_m\) and \(Z_n\). Then

\[
b(m_i-\tfrac12)\le x_i<b(n_i+\tfrac12),
\]

so \(m_i<n_i+1\), and since these are integers \(m_i\le n_i\). Exchanging \(m\) and \(n\) gives the reverse inequality, hence \(m=n\).

The code proves the second part first, as `le_of_mem`, and the first part as `hmem`. The symbol `∃!` states that exactly one \(n\) exists.

```lean
/-- Every wavevector lies in exactly one of the cubic Brillouin zones. -/
theorem existsUnique_zone {a : ℝ} (ha : 0 < a) (x : EuclideanSpace ℝ (Fin 3)) :
    ∃! n, x ∈ zone a n := by
  have hb : 0 < 2 * π / a := by positivity
  have le_of_mem : ∀ m n, x ∈ zone a m → x ∈ zone a n → ∀ i, m i ≤ n i := by
    intro m n hm hn i
    have h := lt_of_mul_lt_mul_left ((hm i).1.trans_lt (hn i).2) hb.le
    have h' : (m i : ℝ) < (n i : ℝ) + 1 := by linarith
    exact Int.lt_add_one_iff.1 (by exact_mod_cast h')
  -- the zone index is the nearest integer to each scaled component
  have hmem : x ∈ zone a (fun i => ⌊x i / (2 * π / a) + 1 / 2⌋) := by
    intro i
    have h1 := Int.floor_le (x i / (2 * π / a) + 1 / 2)
    have h2 := Int.lt_floor_add_one (x i / (2 * π / a) + 1 / 2)
    have hx : 2 * π / a * (x i / (2 * π / a)) = x i := mul_div_cancel₀ _ hb.ne'
    constructor
    · calc _ ≤ 2 * π / a * (x i / (2 * π / a)) :=
            mul_le_mul_of_nonneg_left (by linarith) hb.le
        _ = x i := hx
    · calc x i = 2 * π / a * (x i / (2 * π / a)) := hx.symm
        _ < _ := mul_lt_mul_of_pos_left (by linarith) hb
  exact ⟨_, hmem, fun n hn => funext fun i =>
    le_antisymm (le_of_mem _ _ hn hmem i) (le_of_mem _ _ hmem hn i)⟩
```

## Each zone has volume \((2\pi/a)^3\)

The zone is a product of three intervals of length

\[
b(n_i+\tfrac12)-b(n_i-\tfrac12)=b,
\]

so its volume is \(b^3\). Lean computes this for a box of coordinate functions and carries it over to Euclidean space by a map that preserves volume, `hp`. Since `volume` takes values in \([0,\infty]\), the real number \(b^3\) appears inside `ENNReal.ofReal`.

```lean
/-- Each cubic Brillouin zone is measurable and has volume `(2π/a)³`. -/
theorem zone_volume {a : ℝ} (ha : 0 < a) (n : Fin 3 → ℤ) :
    MeasurableSet (zone a n) ∧ volume (zone a n) = ENNReal.ofReal ((2 * π / a) ^ 3) := by
  have hp : MeasurePreserving (WithLp.ofLp : EuclideanSpace ℝ (Fin 3) → (Fin 3 → ℝ)) :=
    PiLp.volume_preserving_ofLp _
  have hz : zone a n = WithLp.ofLp ⁻¹' (Set.univ.pi fun i =>
      Set.Ico (2 * π / a * ((n i : ℝ) - 1 / 2)) (2 * π / a * ((n i : ℝ) + 1 / 2))) := by
    ext x
    simp only [zone, Set.mem_ofPred_eq, Set.mem_preimage, Set.mem_univ_pi, Set.mem_Ico]
  have hm : MeasurableSet (Set.univ.pi fun i : Fin 3 =>
      Set.Ico (2 * π / a * ((n i : ℝ) - 1 / 2)) (2 * π / a * ((n i : ℝ) + 1 / 2))) :=
    MeasurableSet.univ_pi fun _ => measurableSet_Ico
  have hd : ∀ i, 2 * π / a * ((n i : ℝ) + 1 / 2) - 2 * π / a * ((n i : ℝ) - 1 / 2)
      = 2 * π / a := fun i => by ring
  rw [hz]
  refine ⟨hp.measurable hm, ?_⟩
  rw [hp.measure_preimage hm.nullMeasurableSet, Real.volume_pi_Ico]
  simp only [hd, Finset.prod_const, Finset.card_univ, Fintype.card_fin]
  rw [ENNReal.ofReal_pow (by positivity)]
```

## No point of a zone is far from its centre

If \(x\in Z_n\), each component satisfies \(|x_i-b\,n_i|\le b/2=\pi/a\). Hence

\[
\|x-G_n\|^2\le 3\left(\frac{\pi}{a}\right)^2,
\qquad
\|x-G_n\|\le d:=\frac{\sqrt3\,\pi}{a}.
\]

This is half the space diagonal of the cube. The componentwise estimate is `hi`, and the last line adds its three instances.

```lean
/-- A wavevector in a cubic Brillouin zone is at most `√3π/a` away from the zone centre. -/
theorem norm_sub_recipVec_le {a : ℝ} (ha : 0 < a) {n : Fin 3 → ℤ}
    {x : EuclideanSpace ℝ (Fin 3)} (hx : x ∈ zone a n) :
    ‖x - recipVec a n‖ ≤ √3 * π / a := by
  have hi : ∀ i, ‖(x - recipVec a n) i‖ ^ 2 ≤ (π / a) ^ 2 := by
    intro i
    have e : (x - recipVec a n) i = x i - 2 * π / a * (n i : ℝ) := rfl
    have e1 : 2 * π / a * ((n i : ℝ) - 1 / 2) = 2 * π / a * (n i : ℝ) - π / a := by ring
    have e2 : 2 * π / a * ((n i : ℝ) + 1 / 2) = 2 * π / a * (n i : ℝ) + π / a := by ring
    obtain ⟨h1, h2⟩ := hx i
    rw [e1] at h1
    rw [e2] at h2
    rw [e, Real.norm_eq_abs, sq_abs]
    exact sq_le_sq' (by linarith) (by linarith)
  have hs : (√3 * π / a) ^ 2 = 3 * (π / a) ^ 2 := by
    rw [div_pow, mul_pow, Real.sq_sqrt (by norm_num)]
    ring
  rw [EuclideanSpace.norm_eq, Real.sqrt_le_iff]
  refine ⟨by positivity, ?_⟩
  rw [hs, Fin.sum_univ_three]
  linarith [hi 0, hi 1, hi 2]
```

## Two balls enclose the count

Let \(U\) be the union of the zones \(Z_n\) with \(\|G_n\|\le K\). The zones are disjoint and each has volume \(b^3\), so \(U\) has volume \(N(K)\,b^3\).

Suppose first that \(K\ge d\) and \(\|x\|\le K-d\). The point \(x\) lies in some zone \(Z_n\), and

\[
\|G_n\|\le\|x\|+\|x-G_n\|\le (K-d)+d=K,
\]

so that zone belongs to \(U\). Thus \(U\) contains the ball of radius \(K-d\).

Conversely, if \(x\in Z_n\) with \(\|G_n\|\le K\), then

\[
\|x\|\le\|x-G_n\|+\|G_n\|\le K+d,
\]

so \(U\) is contained in the ball of radius \(K+d\). Comparing volumes gives

\[
\frac{4\pi}{3}(K-d)^3\le N(K)\,b^3\le\frac{4\pi}{3}(K+d)^3 .
\]

Division by \(b^3=8\pi^3/a^3\) turns the prefactor into \(a^3/(6\pi^2)\):

\[
\frac{a^3}{6\pi^2}(K-d)^3\le N(K)\le\frac{a^3}{6\pi^2}(K+d)^3 .
\]

If \(0\le K<d\), the lower bound is negative and holds because a count is not negative. At \(K=0\) only \(n=0\) is admitted, and the bounds read \(-\sqrt3\pi/2\le 1\le\sqrt3\pi/2\).

For negative \(K\) the upper bound can fail. Take \(K=-2d\): no vector has negative length, so \(N(K)=0\), while the right-hand side is

\[
\frac{a^3}{6\pi^2}(-d)^3=-\frac{\sqrt3\,\pi}{2}<0 .
\]

In the code, `scale` converts the prefactor, `ball` gives the volume of a ball and `hU` that of \(U\). Each inclusion becomes an inequality of volumes through `measure_mono`.

```lean
/-- At every cutoff `K ≥ 0` the basis size lies between `a³/(6π²)` times the cubes of
`K - √3π/a` and `K + √3π/a`. -/
theorem basisSize_bounds {a K : ℝ} (ha : 0 < a) (hK : 0 ≤ K) :
    a ^ 3 / (6 * π ^ 2) * (K - √3 * π / a) ^ 3 ≤ basisSize a K ∧
    (basisSize a K : ℝ) ≤ a ^ 3 / (6 * π ^ 2) * (K + √3 * π / a) ^ 3 := by
  have hb : 0 < (2 * π / a) ^ 3 := by positivity
  have hd : 0 ≤ √3 * π / a := by positivity
  have scale : ∀ r : ℝ, a ^ 3 / (6 * π ^ 2) * r ^ 3
      = (4 * π / 3 * r ^ 3) / (2 * π / a) ^ 3 := by
    intro r
    have hpi := Real.pi_ne_zero
    field_simp
    ring
  have ball : ∀ r : ℝ, 0 ≤ r → volume (Metric.closedBall (0 : EuclideanSpace ℝ (Fin 3)) r)
      = ENNReal.ofReal (4 * π / 3 * r ^ 3) := by
    intro r hr
    rw [EuclideanSpace.volume_closedBall_fin_three, ← ENNReal.ofReal_pow hr,
      ← ENNReal.ofReal_mul (by positivity)]
    congr 1
    ring
  -- the zones of the basis fill a volume proportional to the basis size
  have hU : volume (⋃ n ∈ (planeWaves_finite ha K).toFinset, zone a n)
      = ENNReal.ofReal (basisSize a K * (2 * π / a) ^ 3) := by
    rw [measure_biUnion_finset _ (fun n _ => (zone_volume ha n).1)]
    · rw [Finset.sum_congr rfl (fun n _ => (zone_volume ha n).2), Finset.sum_const,
        nsmul_eq_mul, ENNReal.ofReal_mul (Nat.cast_nonneg _), ENNReal.ofReal_natCast,
        basisSize, Set.ncard_eq_toFinset_card _ (planeWaves_finite ha K)]
    · intro m _ n _ hmn
      exact Set.disjoint_left.2 fun x hm hn => hmn ((existsUnique_zone ha x).unique hm hn)
  rw [scale, scale, div_le_iff₀ hb, le_div_iff₀ hb]
  constructor
  · rcases le_or_gt 0 (K - √3 * π / a) with hr | hr
    · -- the inner ball is covered by the zones of the basis
      rw [← ENNReal.ofReal_le_ofReal_iff (by positivity), ← hU, ← ball _ hr]
      apply measure_mono
      intro x hx
      rw [mem_closedBall_zero_iff] at hx
      obtain ⟨n, hn, -⟩ := existsUnique_zone ha x
      have h1 := norm_sub_recipVec_le ha hn
      have h2 := norm_sub_le x (x - recipVec a n)
      rw [sub_sub_cancel] at h2
      have h3 : n ∈ planeWaves a K := by
        change ‖recipVec a n‖ ≤ K
        linarith
      exact Set.mem_biUnion ((planeWaves_finite ha K).mem_toFinset.2 h3) hn
    · have h1 : (K - √3 * π / a) ^ 3 ≤ 0 := by
        rw [pow_succ]
        exact mul_nonpos_of_nonneg_of_nonpos (sq_nonneg _) hr.le
      exact (mul_nonpos_of_nonneg_of_nonpos (by positivity) h1).trans (by positivity)
  · -- the zones of the basis stay inside the outer ball
    have hr : 0 ≤ K + √3 * π / a := by linarith
    rw [← ENNReal.ofReal_le_ofReal_iff (by positivity), ← hU, ← ball _ hr]
    apply measure_mono
    intro x hx
    obtain ⟨n, hn, hxn⟩ := Set.mem_iUnion₂.1 hx
    have h1 : ‖recipVec a n‖ ≤ K := (planeWaves_finite ha K).mem_toFinset.1 hn
    have h2 := norm_sub_recipVec_le ha hxn
    have h3 := norm_add_le (x - recipVec a n) (recipVec a n)
    rw [sub_add_cancel] at h3
    rw [mem_closedBall_zero_iff]
    linarith
```

## The limit of large cutoff

For \(K>0\), dividing the bounds by \(K^3\) gives

\[
\frac{a^3}{6\pi^2}\left(1-\frac dK\right)^3
\le\frac{N(K)}{K^3}\le
\frac{a^3}{6\pi^2}\left(1+\frac dK\right)^3 .
\]

As \(K\to\infty\) with \(a\) fixed, \(d/K\to0\), and both outer expressions tend to \(a^3/(6\pi^2)\). The quotient between them has the same limit.

The statement reads `Tendsto … atTop (𝓝 …)`: as the real variable \(K\) grows without bound, the quotient approaches the given value. The outer limits are `hlo` and `hhi`, the algebra of the division is in `elo` and `ehi`, and the squeeze only has to hold for large \(K\), which `eventually_gt_atTop` supplies.

```lean
/-- The number of plane waves with wavevector of norm at most `K`, divided by `K³`, tends to
`a³/(6π²)` as `K` tends to infinity. -/
theorem tendsto_basisSize_div_cube {a : ℝ} (ha : 0 < a) :
    Tendsto (fun K : ℝ => (basisSize a K : ℝ) / K ^ 3) atTop (𝓝 (a ^ 3 / (6 * π ^ 2))) := by
  have h0 : Tendsto (fun K : ℝ => √3 * π / a / K) atTop (𝓝 0) :=
    tendsto_const_nhds.div_atTop tendsto_id
  have hlo : Tendsto (fun K : ℝ => a ^ 3 / (6 * π ^ 2) * (1 - √3 * π / a / K) ^ 3) atTop
      (𝓝 (a ^ 3 / (6 * π ^ 2))) := by
    simpa using ((h0.const_sub 1).pow 3).const_mul (a ^ 3 / (6 * π ^ 2))
  have hhi : Tendsto (fun K : ℝ => a ^ 3 / (6 * π ^ 2) * (1 + √3 * π / a / K) ^ 3) atTop
      (𝓝 (a ^ 3 / (6 * π ^ 2))) := by
    simpa using ((h0.const_add 1).pow 3).const_mul (a ^ 3 / (6 * π ^ 2))
  -- divide the two-sided bound by the cube of the cutoff
  have elo : ∀ c d K : ℝ, K ≠ 0 → c * (1 - d / K) ^ 3 = c * (K - d) ^ 3 / K ^ 3 := by
    intro c d K hK
    rw [show 1 - d / K = (K - d) / K by rw [sub_div, div_self hK], div_pow, mul_div_assoc]
  have ehi : ∀ c d K : ℝ, K ≠ 0 → c * (1 + d / K) ^ 3 = c * (K + d) ^ 3 / K ^ 3 := by
    intro c d K hK
    rw [show 1 + d / K = (K + d) / K by rw [add_div, div_self hK], div_pow, mul_div_assoc]
  refine tendsto_of_tendsto_of_tendsto_of_le_of_le' hlo hhi ?_ ?_
  · filter_upwards [eventually_gt_atTop (0 : ℝ)] with K hK
    rw [elo _ _ _ hK.ne']
    exact div_le_div_of_nonneg_right (basisSize_bounds ha hK.le).1 (by positivity)
  · filter_upwards [eventually_gt_atTop (0 : ℝ)] with K hK
    rw [ehi _ _ _ hK.ne']
    exact div_le_div_of_nonneg_right (basisSize_bounds ha hK.le).2 (by positivity)
```

## The same law for an energy cutoff

Plane-wave cutoffs are often given as a kinetic energy \(E\). In Hartree atomic units, with \(a\) in bohr, a plane wave has kinetic energy \(\|G_n\|^2/2\). For \(E>0\),

\[
\frac{\|G_n\|^2}{2}\le E\iff\|G_n\|\le\sqrt{2E},
\]

so the energy cutoff admits \(N(\sqrt{2E})\) plane waves. Since \((\sqrt{2E})^3=2\sqrt2\,E\sqrt E\),

\[
\frac{N(\sqrt{2E})}{E\sqrt E}
=2\sqrt2\,\frac{N(\sqrt{2E})}{(\sqrt{2E})^3}
\longrightarrow 2\sqrt2\,\frac{a^3}{6\pi^2}
=\frac{\sqrt2\,a^3}{3\pi^2}.
\]

For large \(E\), doubling the energy cutoff therefore multiplies the basis size by a factor close to \(2\sqrt2\).

The proof composes the previous limit with \(K=\sqrt{2E}\), which tends to infinity with \(E\). The equality of the two sets of triples is `hset`, and the cube of the cutoff is `hcube`.

```lean
/-- In Hartree atomic units, the number of plane waves of kinetic energy at most `E`, divided
by `E√E`, tends to `√2a³/(3π²)` as `E` tends to infinity. -/
theorem tendsto_card_energy_cutoff {a : ℝ} (ha : 0 < a) :
    Tendsto (fun E : ℝ => ({n | ‖recipVec a n‖ ^ 2 / 2 ≤ E}.ncard : ℝ) / (E * √E)) atTop
      (𝓝 (√2 * a ^ 3 / (3 * π ^ 2))) := by
  have hs : Tendsto (fun E : ℝ => √(2 * E)) atTop atTop :=
    Real.tendsto_sqrt_atTop.comp (tendsto_id.const_mul_atTop two_pos)
  have h := ((tendsto_basisSize_div_cube ha).comp hs).const_mul (2 * √2)
  have hl : 2 * √2 * (a ^ 3 / (6 * π ^ 2)) = √2 * a ^ 3 / (3 * π ^ 2) := by ring
  rw [hl] at h
  refine h.congr' ?_
  filter_upwards [eventually_gt_atTop (0 : ℝ)] with E hE
  -- an energy cutoff E is a wavevector cutoff √(2E)
  have hset : {n | ‖recipVec a n‖ ^ 2 / 2 ≤ E} = planeWaves a (√(2 * E)) := by
    ext n
    change ‖recipVec a n‖ ^ 2 / 2 ≤ E ↔ ‖recipVec a n‖ ≤ √(2 * E)
    rw [← pow_le_pow_iff_left₀ (norm_nonneg _) (Real.sqrt_nonneg _) two_ne_zero,
      Real.sq_sqrt (by positivity)]
    constructor <;> intro h <;> linarith
  have hcube : √(2 * E) ^ 3 = 2 * √2 * (E * √E) := by
    have h2 : √(2 * E) ^ 2 = 2 * E := Real.sq_sqrt (by positivity)
    rw [pow_succ, h2, Real.sqrt_mul (by norm_num)]
    ring
  have hne : 2 * √2 ≠ 0 := by positivity
  change 2 * √2 * ((basisSize a (√(2 * E)) : ℝ) / √(2 * E) ^ 3) = _
  rw [hset, hcube, ← mul_div_assoc, mul_div_mul_left _ _ hne]
  rfl

end

end PlaneWaveBasisSize
```

```lean
#print axioms PlaneWaveBasisSize.tendsto_basisSize_div_cube
-- 'PlaneWaveBasisSize.tendsto_basisSize_div_cube' depends on axioms: [propext, Classical.choice, Quot.sound]
#print axioms PlaneWaveBasisSize.tendsto_card_energy_cutoff
-- 'PlaneWaveBasisSize.tendsto_card_energy_cutoff' depends on axioms: [propext, Classical.choice, Quot.sound]
```
